# exp(−xᵀAx) integrates over ℝⁿ to π^(n/2)/√(det A) for every real symmetric positive definite A

To fill the overlap matrix of a basis of explicitly correlated Gaussians, one multiplies two basis functions, which adds their exponent matrices, and integrates the product over all coordinates. The Lean file below evaluates that integral for Gaussians centred at the origin, then with a linear term in the exponent, and then for a two-coordinate geminal.

```lean
import Mathlib

open MeasureTheory Matrix Real
open scoped MatrixOrder

namespace CorrelatedGaussian

noncomputable section

variable {ι : Type*} [Fintype ι] [DecidableEq ι]

/-- The explicitly correlated Gaussian `exp(-xᵀ A x)` with exponent matrix `A`. -/
def correlatedGaussian {ι : Type*} [Fintype ι] (A : Matrix ι ι ℝ) (x : ι → ℝ) : ℝ :=
  Real.exp (-(x ⬝ᵥ A *ᵥ x))

/-- The exponent matrix of the geminal `exp(-a x² - b y² - c (x - y)²)`. -/
def geminalMatrix (a b c : ℝ) : Matrix (Fin 2) (Fin 2) ℝ :=
  !![a + c, -c; -c, b + c]

omit [DecidableEq ι] in
/-- The spherical Gaussian `exp(-|x|²)` in `n` coordinates integrates to `π^(n/2)`. -/
theorem integral_spherical :
    ∫ x : ι → ℝ, Real.exp (-(x ⬝ᵥ x)) = π ^ ((Fintype.card ι : ℝ) / 2) := by
  -- the integrand is a product of one-dimensional Gaussians
  have hprod : ∀ x : ι → ℝ,
      Real.exp (-(x ⬝ᵥ x)) = ∏ i, Real.exp (-1 * x i ^ 2) := by
    intro x
    rw [← Real.exp_sum]
    congr 1
    simp [dotProduct, pow_two, Finset.sum_neg_distrib]
  simp only [hprod]
  rw [integral_fintype_prod_volume_eq_prod (f := fun (_ : ι) (t : ℝ) => Real.exp (-1 * t ^ 2))]
  simp only [integral_gaussian, div_one, Finset.prod_const, Finset.card_univ]
  rw [Real.sqrt_eq_rpow, ← Real.rpow_natCast, ← Real.rpow_mul Real.pi_pos.le]
  congr 1
  ring

/-- Under an invertible linear change of coordinates `B`, the integral of a continuous function
acquires the Jacobian factor `1/|det B|`. -/
theorem integral_comp_mulVec (B : Matrix ι ι ℝ) (hB : B.det ≠ 0)
    (f : (ι → ℝ) → ℝ) (hf : Continuous f) :
    ∫ x, f (B *ᵥ x) = |B.det|⁻¹ * ∫ y, f y := by
  have hm : Measurable (fun x : ι → ℝ => B *ᵥ x) :=
    (Continuous.matrix_mulVec continuous_const continuous_id).measurable
  have hmap : Measure.map (fun x : ι → ℝ => B *ᵥ x) volume
      = ENNReal.ofReal |B.det⁻¹| • volume :=
    Real.map_matrix_volume_pi_eq_smul_volume_pi hB
  have h := integral_map (μ := volume) hm.aemeasurable hf.aestronglyMeasurable
  rw [hmap, integral_smul_measure, ENNReal.toReal_ofReal (abs_nonneg _), abs_inv,
    smul_eq_mul] at h
  exact h.symm

/-- For a real positive definite `n × n` matrix `A`, the correlated Gaussian `exp(-xᵀ A x)`
integrates to `π^(n/2) / √(det A)`. -/
theorem integral_correlatedGaussian {A : Matrix ι ι ℝ} (hA : A.PosDef) :
    ∫ x, correlatedGaussian A x = π ^ ((Fintype.card ι : ℝ) / 2) / √A.det := by
  -- factor the exponent matrix as `A = Bᵀ B`
  obtain ⟨B, hB⟩ : ∃ B : Matrix ι ι ℝ, A = Bᴴ * B :=
    CStarAlgebra.nonneg_iff_eq_star_mul_self.mp hA.posSemidef.nonneg
  have hdet : A.det = B.det ^ 2 := by
    rw [hB, Matrix.det_mul, Matrix.det_conjTranspose, star_trivial]
    ring
  have hB0 : B.det ≠ 0 := by
    intro h
    have hpos := hA.det_pos
    rw [hdet, h] at hpos
    norm_num at hpos
  have hquad : ∀ x : ι → ℝ, x ⬝ᵥ A *ᵥ x = (B *ᵥ x) ⬝ᵥ (B *ᵥ x) := by
    intro x
    rw [hB, Matrix.conjTranspose_eq_transpose_of_trivial, ← Matrix.mulVec_mulVec,
      Matrix.dotProduct_mulVec x Bᵀ (B *ᵥ x), Matrix.vecMul_transpose]
  -- in the coordinates `y = B x` the Gaussian is spherical
  have hcont : Continuous (fun y : ι → ℝ => Real.exp (-(y ⬝ᵥ y))) := by
    simp only [dotProduct]
    fun_prop
  have h : ∫ x : ι → ℝ, Real.exp (-((B *ᵥ x) ⬝ᵥ (B *ᵥ x)))
      = |B.det|⁻¹ * ∫ y : ι → ℝ, Real.exp (-(y ⬝ᵥ y)) :=
    integral_comp_mulVec B hB0 _ hcont
  simp only [correlatedGaussian, hquad]
  rw [h, integral_spherical, hdet, Real.sqrt_sq_eq_abs]
  exact (div_eq_inv_mul _ _).symm

/-- A correlated Gaussian with positive definite exponent matrix is integrable. -/
theorem integrable_correlatedGaussian {A : Matrix ι ι ℝ} (hA : A.PosDef) :
    Integrable (correlatedGaussian A) := by
  by_contra h
  have h0 := integral_correlatedGaussian hA
  rw [integral_undef h] at h0
  have hpos : 0 < π ^ ((Fintype.card ι : ℝ) / 2) / √A.det :=
    div_pos (Real.rpow_pos_of_pos Real.pi_pos _) (Real.sqrt_pos.mpr hA.det_pos)
  exact hpos.ne h0

omit [DecidableEq ι] in
/-- Expansion of the quadratic form of a symmetric matrix about a displaced centre `u`. -/
theorem quadratic_displaced {A : Matrix ι ι ℝ} (hA : Aᵀ = A) (x u : ι → ℝ) :
    (x - u) ⬝ᵥ A *ᵥ (x - u) = x ⬝ᵥ A *ᵥ x - 2 * (x ⬝ᵥ A *ᵥ u) + u ⬝ᵥ A *ᵥ u := by
  have hsym : u ⬝ᵥ A *ᵥ x = x ⬝ᵥ A *ᵥ u := by
    rw [Matrix.dotProduct_mulVec u A x, ← Matrix.mulVec_transpose, hA,
      dotProduct_comm (A *ᵥ u) x]
  rw [Matrix.mulVec_sub, dotProduct_sub, sub_dotProduct, sub_dotProduct, hsym]
  ring

/-- For positive definite `A`, a linear source `s` in the exponent multiplies the Gaussian
integral by `exp(sᵀ A⁻¹ s / 4)`. -/
theorem integral_with_source {A : Matrix ι ι ℝ} (hA : A.PosDef) (s : ι → ℝ) :
    ∫ x : ι → ℝ, Real.exp (-(x ⬝ᵥ A *ᵥ x) + s ⬝ᵥ x)
      = Real.exp ((s ⬝ᵥ A⁻¹ *ᵥ s) / 4) * (π ^ ((Fintype.card ι : ℝ) / 2) / √A.det) := by
  have hT : Aᵀ = A := by
    rw [← Matrix.conjTranspose_eq_transpose_of_trivial]
    exact hA.isHermitian.eq
  -- the displaced centre is `u = A⁻¹ s / 2`
  obtain ⟨u, hu⟩ : ∃ u : ι → ℝ, u = (1 / 2 : ℝ) • (A⁻¹ *ᵥ s) := ⟨_, rfl⟩
  have hAu : A *ᵥ u = (1 / 2 : ℝ) • s := by
    rw [hu, Matrix.mulVec_smul, Matrix.mulVec_mulVec,
      Matrix.mul_nonsing_inv A (isUnit_iff_ne_zero.mpr hA.det_pos.ne'), Matrix.one_mulVec]
  have huu : u ⬝ᵥ A *ᵥ u = 1 / 4 * (s ⬝ᵥ A⁻¹ *ᵥ s) := by
    rw [hAu, hu, dotProduct_smul, smul_dotProduct, dotProduct_comm (A⁻¹ *ᵥ s) s,
      smul_eq_mul, smul_eq_mul]
    ring
  have hpt : ∀ x : ι → ℝ, Real.exp (-(x ⬝ᵥ A *ᵥ x) + s ⬝ᵥ x)
      = Real.exp ((s ⬝ᵥ A⁻¹ *ᵥ s) / 4) * correlatedGaussian A (x - u) := by
    intro x
    have hxu : x ⬝ᵥ A *ᵥ u = 1 / 2 * (s ⬝ᵥ x) := by
      rw [hAu, dotProduct_smul, smul_eq_mul, dotProduct_comm x s]
    rw [correlatedGaussian, ← Real.exp_add, quadratic_displaced hT, hxu, huu]
    congr 1
    ring
  simp only [hpt]
  rw [integral_const_mul, integral_sub_right_eq_self (correlatedGaussian A) u,
    integral_correlatedGaussian hA]

/-- The quadratic form of the geminal matrix is `a x² + b y² + c (x - y)²`. -/
theorem geminal_form (a b c : ℝ) (r : Fin 2 → ℝ) :
    r ⬝ᵥ geminalMatrix a b c *ᵥ r
      = a * r 0 ^ 2 + b * r 1 ^ 2 + c * (r 0 - r 1) ^ 2 := by
  simp [geminalMatrix, Matrix.mulVec, dotProduct, Fin.sum_univ_two]
  ring

/-- The geminal matrix is positive definite when `a + c > 0` and `ab + ac + bc > 0`. -/
theorem geminal_posDef {a b c : ℝ} (hac : 0 < a + c) (hD : 0 < a * b + a * c + b * c) :
    (geminalMatrix a b c).PosDef := by
  rw [Matrix.posDef_iff_dotProduct_mulVec]
  constructor
  · ext i j
    fin_cases i <;> fin_cases j <;> simp [geminalMatrix]
  · intro x hx
    rw [star_trivial, geminal_form]
    -- multiply by `a + c` and complete the square
    refine (mul_pos_iff_of_pos_left hac).mp ?_
    by_cases h1 : x 1 = 0
    · have h0 : x 0 ≠ 0 := fun h0 => hx (funext (Fin.forall_fin_two.mpr ⟨h0, h1⟩))
      have hsq : 0 < x 0 ^ 2 := by positivity
      have hp := mul_pos (mul_pos hac hac) hsq
      rw [h1]
      nlinarith [hp]
    · have hsq : 0 < x 1 ^ 2 := by positivity
      nlinarith [mul_pos hD hsq, sq_nonneg ((a + c) * x 0 - c * x 1)]

/-- If `a + c > 0` and `ab + ac + bc > 0`, the geminal `exp(-a x² - b y² - c (x - y)²)`
integrates over the plane to `π / √(ab + ac + bc)`. -/
theorem integral_geminal {a b c : ℝ} (hac : 0 < a + c) (hD : 0 < a * b + a * c + b * c) :
    ∫ r : Fin 2 → ℝ, Real.exp (-a * r 0 ^ 2 - b * r 1 ^ 2 - c * (r 0 - r 1) ^ 2)
      = π / √(a * b + a * c + b * c) := by
  have h := integral_correlatedGaussian (geminal_posDef hac hD)
  have hdet : (geminalMatrix a b c).det = a * b + a * c + b * c := by
    rw [geminalMatrix, Matrix.det_fin_two_of]
    ring
  have hexp : ((2 : ℕ) : ℝ) / 2 = 1 := by norm_num
  rw [hdet, Fintype.card_fin, hexp, Real.rpow_one] at h
  have hpt : ∀ r : Fin 2 → ℝ,
      Real.exp (-a * r 0 ^ 2 - b * r 1 ^ 2 - c * (r 0 - r 1) ^ 2)
        = correlatedGaussian (geminalMatrix a b c) r := by
    intro r
    rw [correlatedGaussian, geminal_form]
    congr 1
    ring
  simp only [hpt]
  exact h

end

end CorrelatedGaussian
```

```lean
#print axioms CorrelatedGaussian.integral_correlatedGaussian
-- 'CorrelatedGaussian.integral_correlatedGaussian' depends on axioms: [propext, Classical.choice, Quot.sound]
#print axioms CorrelatedGaussian.integrable_correlatedGaussian
-- 'CorrelatedGaussian.integrable_correlatedGaussian' depends on axioms: [propext, Classical.choice, Quot.sound]
#print axioms CorrelatedGaussian.integral_with_source
-- 'CorrelatedGaussian.integral_with_source' depends on axioms: [propext, Classical.choice, Quot.sound]
#print axioms CorrelatedGaussian.integral_geminal
-- 'CorrelatedGaussian.integral_geminal' depends on axioms: [propext, Classical.choice, Quot.sound]
```

## Exponent matrices, sources and geminals

A configuration is a function `x : ι → ℝ`, where `ι` is a finite set of coordinate labels. Its size n is `Fintype.card ι`, and the integral is taken with Lebesgue measure. For N particles in three dimensions, the labels run over all n = 3N Cartesian components. The symbol `⬝ᵥ` is the dot product and `*ᵥ` applies a matrix to a vector, so `correlatedGaussian A x` is exp(−xᵀAx), with no factor 1/2 in the exponent and no normalisation constant.

The hypothesis `A.PosDef` says that A is symmetric and that xᵀAx > 0 for every non-zero x. Physically, the Gaussian decays in every direction of configuration space, including collective directions in which several particles move together. Under this hypothesis `integral_correlatedGaussian` gives

∫ exp(−xᵀAx) dx = π^(n/2)/√(det A),

and `integrable_correlatedGaussian` says that the function is integrable.

For two basis functions with positive definite exponent matrices A₁ and A₂, the overlap is this integral with A = A₁ + A₂. The squared norm of exp(−xᵀAx) is the integral with exponent matrix 2A, which is (π/2)^(n/2)/√(det A). The overlap of the two normalised functions is therefore

2^(n/2) (det A₁ · det A₂)^(1/4) / √(det(A₁ + A₂)).

In `integral_with_source`, a vector s adds the term sᵀx to the exponent, and the integral gains the factor exp(sᵀA⁻¹s/4). Such a term appears when a Gaussian is centred at a point R away from the origin, since expanding (x − R)ᵀA(x − R) leaves the source s = 2AR and a constant.

The geminal has one coordinate per particle, r₀ and r₁, written `r 0` and `r 1` in the file. The theorem `integral_geminal` states

∫ exp(−a r₀² − b r₁² − c(r₀ − r₁)²) dr₀ dr₁ = π/√(ab + ac + bc)

whenever a + c > 0 and ab + ac + bc > 0. The parameters a and b set the confinement of each particle, and c couples them. The familiar choice a, b > 0 and c ≥ 0 satisfies both conditions. So do some negative values of c, for which the correlation factor grows with separation, as suits particles that repel each other.

These formulas supply spatial overlaps for variational few-body calculations in a basis of pure Gaussians, without polynomial prefactors. Exchange symmetry brings in no new kind of overlap, because permuting identical particles turns such a Gaussian into another one, with a permuted exponent matrix. Kinetic and Coulomb matrix elements need further integrals.

## From a sphere to a general quadratic form

Start with the identity matrix as exponent matrix. The integrand is a product over coordinates, so

∫ exp(−yᵀy) dy = ∏ᵢ ∫ exp(−yᵢ²) dyᵢ = (√π)ⁿ = π^(n/2).

This is `integral_spherical`. Its first step, `hprod`, turns the exponential of a sum into a product. Mathlib's product-integral theorem then separates the coordinates, and `integral_gaussian` supplies each factor √π.

Next, let B be an invertible matrix and put y = Bx. The volume elements are related by dy = |det B| dx, hence

∫ f(Bx) dx = |det B|⁻¹ ∫ f(y) dy.

The lemma `integral_comp_mulVec` proves this for continuous f. It takes from Mathlib the fact that the map x ↦ Bx carries Lebesgue measure to |det B|⁻¹ times Lebesgue measure, and then transfers the integral along that map.

Now write A = BᵀB. Three consequences follow:

det A = (det B)²,

det B ≠ 0, because det A > 0,

xᵀAx = xᵀBᵀBx = (Bx)ᵀ(Bx).

In the coordinates y = Bx the correlated Gaussian is spherical, so

∫ exp(−xᵀAx) dx = |det B|⁻¹ π^(n/2) = π^(n/2)/√(det A).

In the proof of `integral_correlatedGaussian` the three consequences are `hdet`, `hB0` and `hquad`, and the last rewriting uses √((det B)²) = |det B|.

## The factorisation A = BᵀB in Mathlib

The proof turns on the existence of B, and the file obtains it from the theory of C*-algebras. The line `open scoped MatrixOrder` equips matrices with the order in which 0 ≤ A means that A is positive semidefinite. The lemma `CStarAlgebra.nonneg_iff_eq_star_mul_self` then says that an element is non-negative exactly when it has the form star B * B. For matrices the star is the conjugate transpose `Bᴴ`, which over the reals is Bᵀ.

The lemma gives no recipe for B, and none is needed. A Cholesky factor or the symmetric square root of A would serve equally well, because B enters the answer only through |det B|, and that is fixed by det A.

## Integrability read off from the value

Lean's integral is defined to be zero for a function that is not integrable. The formula just proved gives a strictly positive number, so the correlated Gaussian must be integrable. The proof of `integrable_correlatedGaussian` is this argument by contradiction. It is sound because the change of variables was established without assuming integrability.

## Completing the square with a source

Choose the displaced centre u = A⁻¹s/2, so that Au = s/2. Since A is symmetric, the two cross terms in the expansion about u are equal, and

(x − u)ᵀA(x − u) = xᵀAx − 2xᵀAu + uᵀAu = xᵀAx − sᵀx + sᵀA⁻¹s/4.

Rearranging gives

−xᵀAx + sᵀx = −(x − u)ᵀA(x − u) + sᵀA⁻¹s/4.

The last term is constant and comes out of the integral as exp(sᵀA⁻¹s/4). What remains is a translated Gaussian, whose integral does not depend on u. The lemma `quadratic_displaced` is the expansion, `hpt` is the rearranged identity after exponentiation, and `integral_sub_right_eq_self` removes the translation.

## Two coupled coordinates

Write Q for the geminal's quadratic form and D for ab + ac + bc. Expanding the coupling term gives

Q = a r₀² + b r₁² + c(r₀ − r₁)² = (a + c) r₀² − 2c r₀r₁ + (b + c) r₁².

The exponent matrix therefore has diagonal entries a + c and b + c and off-diagonal entries −c, as in `geminalMatrix`. Its determinant is

(a + c)(b + c) − c² = ab + ac + bc = D.

For positive definiteness, multiply Q by the positive number a + c and complete the square:

(a + c)Q = ((a + c) r₀ − c r₁)² + D r₁².

If r₁ ≠ 0, the second term is positive. If r₁ = 0, then r₀ ≠ 0 for a non-zero vector, and the first term equals (a + c)² r₀² > 0. The proof of `geminal_posDef` splits into the same two cases and leaves the final inequalities to `nlinarith`. With n = 2 the general formula becomes π/√D, which is `integral_geminal`.

## Where the coupling stops being admissible

At c = 0 the particles are uncoupled, and for a, b > 0 the result is the product √(π/a) · √(π/b).

The lower end of the range of c shows what the condition D > 0 protects. Take a = b = 1, so that D = 1 + 2c and the theorem applies for c > −1/2. As c falls towards −1/2, the value π/√(1 + 2c) grows without bound. At c = −1/2 the quadratic form is (r₀ + r₁)²/2, which vanishes along the line r₁ = −r₀: the Gaussian no longer decays as the particles move apart symmetrically about the origin, and its integral diverges.
